# Low-frequency limit of the polarizability's frequency derivative divided by the frequency, for finitely many undamped oscillators

The polarizability here is the sum of `f k / (ω₀ k ^ 2 - w ^ 2)` over finitely many undamped oscillators without a magnetic field, with real weights `f k` and positive frequencies `ω₀ k`. The theorem `low_frequency_limit` states that its derivative with respect to the light frequency `w`, divided by `w`, tends to `2 * ∑ k, f k / ω₀ k ^ 4` as `w` tends to zero through nonzero values. The attempt finds the limit of each term `f k / (ω₀ k ^ 2 - w ^ 2) ^ 2` and sums these limits. It then shows that, for nonzero `w` close enough to zero to be off resonance, twice the sum of these terms equals the derivative divided by `w`.

An attempt in Lean 4 with a fault in it:

```lean
import Mathlib

open Filter Topology

namespace BecquerelFormula

noncomputable section

variable {ι : Type*} [Fintype ι]

/-- The polarizability of finitely many oscillators without a magnetic field, for `w ^ 2`
different from every `ω₀ k ^ 2`. -/
def pol (f ω₀ : ι → ℝ) (w : ℝ) : ℝ := ∑ k, f k / (ω₀ k ^ 2 - w ^ 2)

/-- The sum over oscillators of `2 w f / (ω₀ ^ 2 - w ^ 2) ^ 2`, for `w ^ 2` different from every
`ω₀ k ^ 2`. -/
def dispersion (f ω₀ : ι → ℝ) (w : ℝ) : ℝ :=
  ∑ k, 2 * w * f k / (ω₀ k ^ 2 - w ^ 2) ^ 2

/-- Off resonance, the frequency derivative of the polarizability is the sum `dispersion`. -/
theorem pol_hasDerivAt (f ω₀ : ι → ℝ) (w : ℝ) (h : ∀ k, ω₀ k ^ 2 ≠ w ^ 2) :
    HasDerivAt (pol f ω₀) (dispersion f ω₀ w) w := by
  have hsum : HasDerivAt (fun x => ∑ k, f k / (ω₀ k ^ 2 - x ^ 2))
      (∑ k, 2 * w * f k / (ω₀ k ^ 2 - w ^ 2) ^ 2) w := by
    apply HasDerivAt.fun_sum
    intro k _
    have hd : HasDerivAt (fun x : ℝ => ω₀ k ^ 2 - x ^ 2) (-(2 * w)) w :=
      ((hasDerivAt_pow 2 w).const_sub (ω₀ k ^ 2)).congr_deriv (by norm_num)
    exact ((hasDerivAt_const w (f k)).fun_div hd (sub_ne_zero.mpr (h k))).congr_deriv (by ring)
  exact hsum

/-- For positive oscillator frequencies, the derivative of the polarizability divided by the
light frequency tends to `2 ∑ f / ω₀ ^ 4` as the light frequency tends to zero. -/
theorem low_frequency_limit (f ω₀ : ι → ℝ) (hω : ∀ k, 0 < ω₀ k) :
    Tendsto (fun w => deriv (pol f ω₀) w / w) (𝓝[≠] 0) (𝓝 (2 * ∑ k, f k / ω₀ k ^ 4)) := by
  have ht : ∀ k, Tendsto (fun x : ℝ => f k / (ω₀ k ^ 2 - x ^ 2) ^ 2) (𝓝 0)
      (𝓝 (f k / ω₀ k ^ 4)) := by
    intro k
    have hc : Continuous (fun x : ℝ => (ω₀ k ^ 2 - x ^ 2) ^ 2) := by fun_prop
    have hd : Tendsto (fun x : ℝ => (ω₀ k ^ 2 - x ^ 2) ^ 2) (𝓝 0) (𝓝 (ω₀ k ^ 4)) := by
      have e : (ω₀ k ^ 2 - (0 : ℝ) ^ 2) ^ 2 = ω₀ k ^ 4 := by ring
      rw [← e]
      exact hc.tendsto 0
    exact tendsto_const_nhds.div hd (pow_pos (hω k) 4).ne'
  -- light of sufficiently low frequency is off resonance
  have hev : ∀ᶠ x : ℝ in 𝓝 0, ∀ k, x ^ 2 ≠ ω₀ k ^ 2 := by
    refine eventually_all.2 fun k => ?_
    have hc : Continuous (fun x : ℝ => x ^ 2) := by fun_prop
    have h0 : (0 : ℝ) ^ 2 ≠ ω₀ k ^ 2 := by
      have := pow_pos (hω k) 2
      norm_num
      exact (hω k).ne'
    exact hc.continuousAt.eventually_ne h0
  have hlim := ((tendsto_finset_sum Finset.univ fun k _ => ht k).const_mul 2).mono_left
    (nhdsWithin_le_nhds (s := {(0 : ℝ)}ᶜ))
  refine hlim.congr' ?_
  filter_upwards [self_mem_nhdsWithin, nhdsWithin_le_nhds hev] with x hx hr
  have hx0 : x ≠ 0 := hx
  rw [(pol_hasDerivAt f ω₀ x fun k => (hr k).symm).deriv, dispersion, Finset.mul_sum,
    Finset.sum_div]
  refine Finset.sum_congr rfl fun k _ => ?_
  rw [eq_div_iff hx0]
  ring

end

end BecquerelFormula
```

Compiling this gives:

```
Main.lean:52:6: error: Type mismatch
  LT.lt.ne' (hω k)
has type
  ω₀ k ≠ 0
but is expected to have type
  ¬0 = ω₀ k ^ 2
Main.lean:54:17: warning: `tendsto_finset_sum` has been deprecated: Use `tendsto_finsetSum` instead
```

What went wrong. The error is in the proof of `h0`, which says that zero squared differs from `ω₀ k ^ 2`. After `norm_num` the goal is `¬0 = ω₀ k ^ 2`: the square on the oscillator frequency is still there, and zero stands on the left. The term `(hω k).ne'` proves `ω₀ k ≠ 0`, a statement about the frequency itself and with zero on the right, so Lean reports a type mismatch.

The repair uses the positivity of the square, which the attempt had already derived but left unused. This fact is now named `hp`, and `hp.ne` says exactly `0 ≠ ω₀ k ^ 2`. The equation `hz` and the step `rw [hz]` turn `(0 : ℝ) ^ 2` into `0`, so that the goal has this same form. They take the place of the bare `norm_num`, whose result would also have accepted the inequality for the square.

The warning says only that the name `tendsto_finset_sum` is deprecated. Changing it to `tendsto_finsetSum` is tidying and plays no part in curing the error.

Fix (accepted with no message):

```diff
@@ -48,9 +48,10 @@
     have hc : Continuous (fun x : ℝ => x ^ 2) := by fun_prop
     have h0 : (0 : ℝ) ^ 2 ≠ ω₀ k ^ 2 := by
-      have := pow_pos (hω k) 2
-      norm_num
-      exact (hω k).ne'
+      have hp : 0 < ω₀ k ^ 2 := pow_pos (hω k) 2
+      have hz : (0 : ℝ) ^ 2 = 0 := by norm_num
+      rw [hz]
+      exact hp.ne
     exact hc.continuousAt.eventually_ne h0
-  have hlim := ((tendsto_finset_sum Finset.univ fun k _ => ht k).const_mul 2).mono_left
+  have hlim := ((tendsto_finsetSum Finset.univ fun k _ => ht k).const_mul 2).mono_left
     (nhdsWithin_le_nhds (s := {(0 : ℝ)}ᶜ))
   refine hlim.congr' ?_
```
